# One step of a Dirac quantum walk at fixed momentum, as an explicit two-by-two matrix

A walker with two chiral components takes one time step at real lattice momentum $k$: a coin mixes the components by a real angle $t$, then a shift gives them the opposite phases $e^{ik}$ and $e^{-ik}$. `walk_eq` states that the product of these two matrices has first row $e^{ik}\cos t,\ -i e^{ik}\sin t$ and second row $-i e^{-ik}\sin t,\ e^{-ik}\cos t$. The model is a single walker without interactions, and the statement concerns the step matrix alone, so no state vector or normalisation enters. The attempt compares the matrices entry by entry, unfolding the definitions and the matrix product with `simp` and leaving the remaining algebra to `ring`.

Lean 4 with Mathlib refuses this proof:

```lean
import Mathlib

open Matrix Filter Topology

namespace WalkEq

noncomputable section

/-- The first Pauli matrix, which exchanges the two chiral components. -/
def sigma1 : Matrix (Fin 2) (Fin 2) ℂ := !![0, 1; 1, 0]

/-- The conditional shift at lattice momentum `k`: the two components
acquire opposite phases. -/
def shift (k : ℝ) : Matrix (Fin 2) (Fin 2) ℂ :=
  !![Complex.exp (Complex.I * k), 0; 0, Complex.exp (-(Complex.I * k))]

/-- The coin `cos t - i sin t σ₁`, which mixes the two components by the angle `t`. -/
def coin (t : ℝ) : Matrix (Fin 2) (Fin 2) ℂ :=
  Complex.cos t • (1 : Matrix (Fin 2) (Fin 2) ℂ) - (Complex.I * Complex.sin t) • sigma1

/-- One time step of the Dirac quantum walk at momentum `k`: the coin, then the shift. -/
def walk (k t : ℝ) : Matrix (Fin 2) (Fin 2) ℂ := shift k * coin t

/-- The step operator written out entry by entry. -/
theorem walk_eq (k t : ℝ) : walk k t =
    !![Complex.exp (Complex.I * k) * Complex.cos t,
        -(Complex.I * Complex.exp (Complex.I * k) * Complex.sin t);
      -(Complex.I * Complex.exp (-(Complex.I * k)) * Complex.sin t),
        Complex.exp (-(Complex.I * k)) * Complex.cos t] := by
  ext i j
  fin_cases i <;> fin_cases j <;>
    simp [walk, shift, coin, sigma1, Matrix.mul_apply, Fin.sum_univ_succ] <;> ring

end

end WalkEq
```

Lean reports:

```
Try this:
  [apply] ring_nf
  
  The `ring` tactic failed to close the goal. Use `ring_nf` to obtain a normal form.
    
  Note that `ring` works primarily in *commutative* rings. If you have a noncommutative ring, abelian group or module, consider using `noncomm_ring`, `abel` or `module` instead.
Main.lean:29:59: error: unsolved goals
case «1».«1»
k t : ℝ
⊢ Complex.cos ↑t * 1 (Fin.succ 0) 1 = Complex.cos ↑t
```

Cause. The error is in the lower right entry, where Lean is left with `Complex.cos ↑t * 1 (Fin.succ 0) 1 = Complex.cos ↑t`. The second factor is an entry of the identity matrix, from the definition of `coin`. It is a diagonal entry, equal to 1, but `Fin.sum_univ_succ` has written the row index as `Fin.succ 0` while the column index is `1`, and `simp` did not recognise the two as the same. `ring` does not evaluate matrix entries, so it cannot close the goal; the suggestion to use `ring_nf` reports that same failure.

The repair first proves `hcoin`, which writes the coin as an explicit matrix. There the indices come straight from the case split, with no sum expanded, and `simp` can evaluate the identity's entries. The rewrite then puts this form into the product, and `Matrix.mul_fin_two` multiplies the two explicit matrices without introducing `Fin.succ`. What remains in each entry is ordinary algebra of complex numbers, which `simp` and `ring` finish.

As a diff, the version that Lean accepts:

```diff
@@ -28,7 +28,11 @@
       -(Complex.I * Complex.exp (-(Complex.I * k)) * Complex.sin t),
         Complex.exp (-(Complex.I * k)) * Complex.cos t] := by
+  have hcoin : coin t = !![Complex.cos t, -(Complex.I * Complex.sin t);
+      -(Complex.I * Complex.sin t), Complex.cos t] := by
+    ext i j
+    fin_cases i <;> fin_cases j <;> simp [coin, sigma1]
+  rw [walk, shift, hcoin, Matrix.mul_fin_two]
   ext i j
-  fin_cases i <;> fin_cases j <;>
-    simp [walk, shift, coin, sigma1, Matrix.mul_apply, Fin.sum_univ_succ] <;> ring
+  fin_cases i <;> fin_cases j <;> simp <;> ring
 
 end
```
